# A spin-independent matrix on real p orbitals acts within p1/2 as one third of its trace exactly when it is symmetric

## From a hopping matrix to one number

When a tight-binding model of a heavy p-block molecule is restricted to p1/2 spinors, the 3 × 3 hopping matrix between two atoms can often be replaced by a single number, one third of its trace. The matrix is written in the real orbitals p_x, p_y, p_z, with the same axes on both atoms. The replacement is exact within the p1/2 space if this matrix is symmetric, as the usual σ and π hopping matrix is.

Take Tl2 in a one-electron model with only the p1/2 spinors kept on each atom. Let Vσ be the hopping between p orbitals pointing along the bond, and Vπ the hopping between parallel p orbitals across it. The p1/2 hopping is then

t = Vσ/3 + 2Vπ/3.

The weights can be read off a p1/2 spinor:

(p_z↑ + p_x↓ + i p_y↓)/√3.

Each orbital carries weight 1/3. For a bond along z, one third of the spinor is of σ type and two thirds are of π type. With the same axes on both atoms, Vσ and Vπ usually have opposite signs, so the two contributions partly cancel. At Vπ = −Vσ/2 the hopping vanishes.

## The operators and the three results

The indices a, b, k run over 0, 1, 2 and stand for x, y, z. The Pauli matrices are σ_0, σ_1, σ_2, so σ_0 is the x matrix and not the identity; in the file they are `pauli`. The spin-1 matrices in the basis p_x, p_y, p_z are

(L_k)_ab = −i ε_kab, with ε_012 = 1,

and appear as `orbitalL`. A p spin-orbital is labelled by a pair in `Fin 3 × Fin 2`, orbital first and spin second. On these six states, `spinOrbit` is L·σ = Σ_k L_k ⊗ σ_k, and `pHalf` is

P = (1 − L·σ)/3.

With spin S = σ/2 and ħ = 1, L·σ = 2 L·S equals j(j+1) − 11/4. This is −2 for j = 1/2 and +1 for j = 3/2, so the condition L·σ = −2 selects p1/2.

The file proves three things about these objects.

- `pHalf_projector` and `pHalf_fixed_iff` say that P is a Hermitian projector of trace 2, and that Pψ = ψ holds exactly when (L·σ)ψ = −2ψ.
- `pHalf_average_iff` says that, for every complex 3 × 3 matrix h, P(h ⊗ 1)P = (Tr h/3)P if and only if h is symmetric. The factor 1 acts on spin, so h ⊗ 1 is spin-independent.
- `pHalf_bond_hopping` takes a real unit vector n, real Vσ and Vπ, and two spinors ψ and φ with L·σ = −2, one for each atom. The amplitude ψ†(T ⊗ 1)φ equals (Vσ/3 + 2Vπ/3) ψ†φ, where T is the bond matrix `bondHopping`.

The product ψ†φ compares coefficient vectors in common axes; it is not a spatial overlap integral. If both atoms use the same orthonormal pair of p1/2 spinors, the 2 × 2 hopping block is t times the identity, whatever the bond direction.

The model uses the same spatial p orbitals for j = 1/2 and j = 3/2, whereas the radial functions differ in a heavy atom. It has no spin-dependent hopping and no electron interaction, and Vσ and Vπ are given parameters.

A larger model would put both atoms into one Hamiltonian on twelve spin-orbitals, with a spin–orbit coupling of finite strength. The bond would then also connect p1/2 on one atom to p3/2 on the other whenever Vσ ≠ Vπ. The number t would remain the direct p1/2 hopping, but the molecular levels derived from p1/2 would then depend on the mixing as well.

## Stacking the Pauli matrices

Let V be the 6 × 2 matrix obtained by writing σ_0, σ_1, σ_2 below one another. Its entries are V_(a,s),t = (σ_a)_st, where s and t label spin; this t is an index, not the hopping. The product rule is

σ_a σ_b = δ_ab + i Σ_k ε_abk σ_k.

The block of P between orbitals a and b is

P_ab = (δ_ab + i Σ_k ε_kab σ_k)/3 = σ_a σ_b/3,

because ε_kab = ε_abk. Since the Pauli matrices are Hermitian, this says

P = VV†/3.

Each Pauli matrix squares to the identity, hence

V†V = σ_0² + σ_1² + σ_2² = 3.

The columns of V therefore have squared norm 3, and the columns of V/√3 are orthonormal p1/2 spinors. The projector properties follow:

P² = V(V†V)V†/9 = VV†/3 = P,

P† = P,

Tr P = Tr(V†V)/3 = 6/3 = 2.

The eigenvalue condition is a rearrangement: (ψ − (L·σ)ψ)/3 = ψ is the same equation as (L·σ)ψ = −2ψ.

## Why only the trace survives

Contracting h with V gives

V†(h ⊗ 1)V = Σ_ab h_ab σ_a σ_b = Tr h + i(d_0 σ_0 + d_1 σ_1 + d_2 σ_2),

where

d_0 = h_12 − h_21, d_1 = h_20 − h_02, d_2 = h_01 − h_10.

If h is symmetric, all three differences vanish, and

P(h ⊗ 1)P = V[V†(h ⊗ 1)V]V†/9 = (Tr h/9)VV† = (Tr h/3)P.

For the converse, suppose P(h ⊗ 1)P = (Tr h/3)P. From V†V = 3 we have PV = V and V†P = V†. Multiplying the assumed equation by V† on the left and V on the right gives

V†(h ⊗ 1)V = (Tr h/3)V†V = Tr h.

So d_0 σ_0 + d_1 σ_1 + d_2 σ_2 = 0. Its upper left entry is d_2, and its off-diagonal entries are d_0 − i d_1 and d_0 + i d_1. All three differences are zero, and h is symmetric.

The condition is symmetry, h_ab = h_ba, and replacing it by Hermiticity makes the statement false. The matrix L_2, which is L_z, is Hermitian and has trace zero, but d_2 = −2i. In the normalised p1/2 spinors it becomes (2/3)σ_2, not zero. For real matrices the two conditions coincide. For complex ones they differ, and the Lean statement uses `IsSymm`, not `IsHermitian`.

## The bond matrix

For a unit vector n along the bond,

T_ab = Vσ n_a n_b + Vπ(δ_ab − n_a n_b).

This is symmetric, and its trace is

Tr T = Vσ n·n + Vπ(3 − n·n) = Vσ + 2Vπ.

For p1/2 spinors, Pψ = ψ and Pφ = φ, so

ψ†(T ⊗ 1)φ = ψ†P(T ⊗ 1)Pφ = (Tr T/3)ψ†φ = (Vσ/3 + 2Vπ/3)ψ†φ.

## The Lean file

```lean
import Mathlib

open Matrix
open scoped Kronecker

noncomputable section

namespace PHalfHopping

/-- The three Pauli matrices. -/
def pauli : Fin 3 → Matrix (Fin 2) (Fin 2) ℂ :=
  ![!![0, 1; 1, 0], !![0, -Complex.I; Complex.I, 0], !![1, 0; 0, -1]]

/-- The spin-1 matrices `(L_k)_ab = -i ε_kab` in the basis of real orbitals `p_x, p_y, p_z`. -/
def orbitalL : Fin 3 → Matrix (Fin 3) (Fin 3) ℂ :=
  ![!![0, 0, 0; 0, 0, -Complex.I; 0, Complex.I, 0],
    !![0, 0, Complex.I; 0, 0, 0; -Complex.I, 0, 0],
    !![0, -Complex.I, 0; Complex.I, 0, 0; 0, 0, 0]]

/-- The spin-orbit operator `L·σ` on the six p spin-orbitals. -/
def spinOrbit : Matrix (Fin 3 × Fin 2) (Fin 3 × Fin 2) ℂ :=
  ∑ k, orbitalL k ⊗ₖ pauli k

/-- The operator `P = (1 - L·σ)/3`. -/
def pHalf : Matrix (Fin 3 × Fin 2) (Fin 3 × Fin 2) ℂ :=
  (1 / 3 : ℂ) • (1 - spinOrbit)

/-- The three Pauli matrices stacked into one map from a spin to the p spin-orbitals. -/
def stack : Matrix (Fin 3 × Fin 2) (Fin 2) ℂ :=
  Matrix.of fun x t => pauli x.1 x.2 t

/-- The operator `P` has the blocks `σ_a σ_b / 3`. -/
theorem pHalf_eq_stack : pHalf = (1 / 3 : ℂ) • (stack * stackᴴ) := by
  ext ⟨a, s⟩ ⟨b, t⟩
  fin_cases a <;> fin_cases s <;> fin_cases b <;> fin_cases t <;>
    simp [pHalf, spinOrbit, stack, pauli, orbitalL, Matrix.mul_apply,
      Fin.sum_univ_three, Fin.sum_univ_two]

/-- The squares of the three Pauli matrices add up to three. -/
theorem stack_gram : stackᴴ * stack = (3 : ℂ) • (1 : Matrix (Fin 2) (Fin 2) ℂ) := by
  ext s t
  fin_cases s <;> fin_cases t <;>
    simp [stack, pauli, Matrix.mul_apply, Fintype.sum_prod_type,
      Fin.sum_univ_three, Fin.sum_univ_two] <;> norm_num

/-- The contraction `∑ h_ab σ_a σ_b` is the trace of `h` plus a spin-dependent term built from
the antisymmetric part of `h`. -/
theorem stack_contraction (h : Matrix (Fin 3) (Fin 3) ℂ) :
    stackᴴ * (h ⊗ₖ (1 : Matrix (Fin 2) (Fin 2) ℂ)) * stack =
      h.trace • (1 : Matrix (Fin 2) (Fin 2) ℂ) + Complex.I • ((h 1 2 - h 2 1) • pauli 0
        + (h 2 0 - h 0 2) • pauli 1 + (h 0 1 - h 1 0) • pauli 2) := by
  ext s t
  fin_cases s <;> fin_cases t <;> apply Complex.ext <;>
    simp [stack, pauli, Matrix.mul_apply, Matrix.one_apply, Matrix.trace,
      Fintype.sum_prod_type, Fin.sum_univ_three, Fin.sum_univ_two] <;> ring

/-- Projecting an operator `K` with `P` on both sides only involves its 2 by 2 contraction with
the Pauli matrices. -/
theorem pHalf_sandwich (K : Matrix (Fin 3 × Fin 2) (Fin 3 × Fin 2) ℂ) :
    pHalf * K * pHalf = (1 / 9 : ℂ) • (stack * (stackᴴ * K * stack) * stackᴴ) := by
  rw [pHalf_eq_stack]
  simp only [Matrix.smul_mul, Matrix.mul_smul, smul_smul, Matrix.mul_assoc]
  norm_num

/-- `P` is a Hermitian projector of trace two. -/
theorem pHalf_projector : pHalf * pHalf = pHalf ∧ pHalfᴴ = pHalf ∧ pHalf.trace = 2 := by
  refine ⟨?_, ?_, ?_⟩
  · have e := pHalf_sandwich 1
    rw [Matrix.mul_one, Matrix.mul_one, stack_gram, Matrix.mul_smul, Matrix.mul_one,
      Matrix.smul_mul, smul_smul] at e
    rw [e, pHalf_eq_stack]
    norm_num
  · rw [pHalf_eq_stack, Matrix.conjTranspose_smul, Matrix.conjTranspose_mul,
      Matrix.conjTranspose_conjTranspose]
    simp
  · rw [pHalf_eq_stack, Matrix.trace_smul, Matrix.trace_mul_comm, stack_gram,
      Matrix.trace_smul, Matrix.trace_one]
    norm_num

/-- The spinors left unchanged by `P` are exactly those with `L·σ = -2`. -/
theorem pHalf_fixed_iff (ψ : Fin 3 × Fin 2 → ℂ) :
    pHalf *ᵥ ψ = ψ ↔ spinOrbit *ᵥ ψ = (-2 : ℂ) • ψ := by
  rw [pHalf, Matrix.smul_mulVec, Matrix.sub_mulVec, Matrix.one_mulVec]
  constructor
  · intro e
    linear_combination (norm := module) (-3 : ℂ) • e
  · intro e
    rw [e]
    module

/-- A spin-independent operator `h` on the p orbitals, projected with `P`, becomes the number
`Tr h / 3` times `P` if and only if `h` is symmetric. -/
theorem pHalf_average_iff (h : Matrix (Fin 3) (Fin 3) ℂ) :
    pHalf * (h ⊗ₖ (1 : Matrix (Fin 2) (Fin 2) ℂ)) * pHalf = (h.trace / 3) • pHalf
      ↔ h.IsSymm := by
  constructor
  · intro e
    have hPV : pHalf * stack = stack := by
      rw [pHalf_eq_stack, Matrix.smul_mul, Matrix.mul_assoc, stack_gram, Matrix.mul_smul,
        Matrix.mul_one, smul_smul]
      norm_num
    have hVP : stackᴴ * pHalf = stackᴴ := by
      have e' := congrArg Matrix.conjTranspose hPV
      rwa [Matrix.conjTranspose_mul, pHalf_projector.2.1] at e'
    -- undo the projection: the 2 by 2 contraction must be a pure trace
    have c : stackᴴ * (h ⊗ₖ (1 : Matrix (Fin 2) (Fin 2) ℂ)) * stack
        = h.trace • (1 : Matrix (Fin 2) (Fin 2) ℂ) := by
      calc _ = (stackᴴ * pHalf) * (h ⊗ₖ (1 : Matrix (Fin 2) (Fin 2) ℂ)) * (pHalf * stack) := by
            rw [hVP, hPV]
        _ = stackᴴ * (pHalf * (h ⊗ₖ (1 : Matrix (Fin 2) (Fin 2) ℂ)) * pHalf) * stack := by
            simp only [Matrix.mul_assoc]
        _ = _ := by
            rw [e, Matrix.mul_smul, Matrix.smul_mul, hVP, stack_gram, smul_smul]
            congr 1
            ring
    rw [stack_contraction] at c
    have z := add_eq_left.mp c
    -- read off the three Pauli components
    have e00 := congrFun (congrFun z 0) 0
    have e01 := congrFun (congrFun z 0) 1
    have e10 := congrFun (congrFun z 1) 0
    simp [pauli, Complex.I_ne_zero] at e00 e01 e10
    have h01 : h 0 1 = h 1 0 := by linear_combination e00
    have h12 : h 1 2 = h 2 1 := by linear_combination (e01 + e10) / 2
    have h20 : h 2 0 = h 0 2 := by
      linear_combination (-Complex.I / 2) * (e10 - e01) + (h 2 0 - h 0 2) * Complex.I_sq
    apply Matrix.IsSymm.ext
    intro i j
    fin_cases i <;> fin_cases j <;> simp [h01, h12, h20]
  · intro hs
    rw [pHalf_sandwich, stack_contraction, hs.apply 1 2, hs.apply 2 0, hs.apply 0 1,
      pHalf_eq_stack]
    simp only [sub_self, zero_smul, add_zero, smul_zero, Matrix.mul_smul, Matrix.smul_mul,
      Matrix.mul_one, smul_smul]
    congr 1
    ring

/-- The hopping matrix between p orbitals on two atoms joined along `n`: `Vσ` for the orbital
along the bond and `Vπ` for those across it, when `n` is a unit vector. -/
def bondHopping (n : Fin 3 → ℝ) (Vσ Vπ : ℝ) : Matrix (Fin 3) (Fin 3) ℂ :=
  Matrix.of fun a b =>
    ((Vσ * (n a * n b) + Vπ * ((if a = b then 1 else 0) - n a * n b) : ℝ) : ℂ)

/-- For any bond direction, the hopping amplitude between two spinors with `L·σ = -2` is one
third of `Vσ` plus two thirds of `Vπ`, times the inner product of the two spinors. -/
theorem pHalf_bond_hopping (n : Fin 3 → ℝ) (hn : n ⬝ᵥ n = 1) (Vσ Vπ : ℝ)
    (ψ φ : Fin 3 × Fin 2 → ℂ) (hψ : spinOrbit *ᵥ ψ = (-2 : ℂ) • ψ)
    (hφ : spinOrbit *ᵥ φ = (-2 : ℂ) • φ) :
    star ψ ⬝ᵥ ((bondHopping n Vσ Vπ ⊗ₖ (1 : Matrix (Fin 2) (Fin 2) ℂ)) *ᵥ φ)
      = (1 / 3 * Vσ + 2 / 3 * Vπ : ℂ) * (star ψ ⬝ᵥ φ) := by
  have hs : (bondHopping n Vσ Vπ).IsSymm := by
    apply Matrix.IsSymm.ext
    intro i j
    by_cases hij : i = j
    · rw [hij]
    · simp only [bondHopping, Matrix.of_apply, if_neg hij, if_neg (Ne.symm hij)]
      push_cast
      ring
  have ht : (bondHopping n Vσ Vπ).trace = (Vσ : ℂ) + 2 * Vπ := by
    simp only [dotProduct, Fin.sum_univ_three] at hn
    have hc := congrArg (fun x : ℝ => (x : ℂ)) hn
    push_cast at hc
    simp only [Matrix.trace, Matrix.diag_apply, bondHopping, Matrix.of_apply,
      Fin.sum_univ_three, if_true]
    push_cast
    linear_combination ((Vσ : ℂ) - Vπ) * hc
  rw [← pHalf_fixed_iff] at hψ hφ
  -- insert the projector on both sides, then average
  calc _ = star (pHalf *ᵥ ψ) ⬝ᵥ
        ((bondHopping n Vσ Vπ ⊗ₖ (1 : Matrix (Fin 2) (Fin 2) ℂ)) *ᵥ (pHalf *ᵥ φ)) := by
        rw [hψ, hφ]
    _ = star ψ ⬝ᵥ ((pHalf * (bondHopping n Vσ Vπ ⊗ₖ (1 : Matrix (Fin 2) (Fin 2) ℂ))
          * pHalf) *ᵥ φ) := by
        rw [Matrix.star_mulVec, pHalf_projector.2.1, ← Matrix.dotProduct_mulVec]
        simp only [Matrix.mulVec_mulVec, Matrix.mul_assoc]
    _ = _ := by
        rw [(pHalf_average_iff _).mpr hs, Matrix.smul_mulVec, hφ, dotProduct_smul,
          smul_eq_mul, ht]
        ring

end PHalfHopping
```

```lean
#print axioms PHalfHopping.pHalf_average_iff
#print axioms PHalfHopping.pHalf_bond_hopping
```

```
'PHalfHopping.pHalf_average_iff' depends on axioms: [propext, Classical.choice, Quot.sound]
'PHalfHopping.pHalf_bond_hopping' depends on axioms: [propext, Classical.choice, Quot.sound]
```

## How the proof follows the algebra

The matrix V is `stack`. Three lemmas carry the Pauli algebra, and each is checked entry by entry after `fin_cases` has split the indices. `pHalf_eq_stack` gives P = VV†/3, and `stack_gram` gives V†V = 3. `stack_contraction` gives the trace plus the three differences; there `Complex.ext` separates real and imaginary parts, and `ring` closes the resulting identities for arbitrary h.

`pHalf_sandwich` regroups PKP as V(V†KV)V†/9 for any operator K on the six spin-orbitals. With K = 1 it yields P² = P in `pHalf_projector`. The trace in that theorem comes from `Matrix.trace_mul_comm`, which turns VV† into V†V. In `pHalf_fixed_iff`, multiplying the fixed-point equation by −3 gives the eigenvalue equation, and substituting the eigenvalue equation gives the way back.

The forward direction of `pHalf_average_iff` is the converse argument above. `hPV` and `hVP` are PV = V and V†P = V†, and the `calc` block uses them to remove the projectors, leaving the contraction equal to a pure trace. After `add_eq_left` isolates the Pauli term, `e00`, `e01` and `e10` are its matrix entries. The `linear_combination` steps obtain `h01` from `e00`, and `h12` and `h20` from the sum and difference of `e01` and `e10`. These are the three equalities that make h symmetric. In the reverse direction, `hs.apply` makes the differences cancel, and the remaining factors combine to Tr h/3.

In `pHalf_bond_hopping`, `hs` establishes the symmetry of T and `ht` its trace; the unit length `hn` enters only in the trace. The final `calc` inserts P next to both spinors, moves the left one across the inner product by Hermiticity, and applies the averaging theorem.
